# In one dimension, a $P$-periodic potential with charge density $|\rho|\le N$ varies by at most $NP^2/(16\varepsilon)$

## Where does the sixteen come from in the potential limit of a junction supercell?

I have been told that a periodic junction cell of length $P$ and permittivity $\varepsilon$, with charge density between $-N$ and $N$, cannot show a potential difference above $NP^2/(16\varepsilon)$. My own estimate is twice that. I start at the maximum of the potential, where the field is zero, and let the field grow at its largest rate $N/\varepsilon$. The nearest minimum is at most $P/2$ away, so I get $N(P/2)^2/(2\varepsilon)=NP^2/(8\varepsilon)$. If my number is right, a cell I was about to discard as too short might still hold the built-in potential I want. Which is it?

## The field must return to zero at the minimum

It is sixteen. For a twice continuously differentiable, $P$-periodic potential $\psi$ with $|\rho|\le N$,

$$\max\psi-\min\psi\le\frac{NP^2}{16\varepsilon},$$

so a built-in potential $V>0$ requires $P\ge 4\sqrt{\varepsilon V/N}$. Your estimate uses the zero of the field at the maximum but lets the field be largest at the minimum, where it must vanish too. A field that grows at its largest rate can do so over at most half of the way, since it needs at least the same distance to return to zero. This accounts for the missing factor of two.

Here $N$ is a charge density. In a depleted semiconductor it stands for the elementary charge times the larger dopant concentration, whereas textbooks often use $N$ for the concentration itself.

### From Poisson's equation to the minimum length

Poisson's equation in one dimension is $\rho=-\varepsilon\psi''$. With $M=N/\varepsilon$, the bound on the charge density becomes $|\psi''|\le M$. The electric field is $-\psi'$, so the two vanish together.

**Two zeros of the field.** Let $a\le b$ and $\psi'(a)=\psi'(b)=0$. Since the slope changes at a rate of at most $M$, for $s\ge 0$

$$|\psi'(a+s)|\le Ms,\qquad |\psi'(b-s)|\le Ms .$$

Now move inwards from both ends at once and follow the difference

$$D(s)=\psi(a+s)-\psi(b-s),\qquad D'(s)=\psi'(a+s)+\psi'(b-s),$$

so that $|D'(s)|\le 2Ms$. The two points meet at $s=(b-a)/2$, where $D=0$, while $D(0)=\psi(a)-\psi(b)$. Therefore

$$|\psi(a)-\psi(b)|\le\int_0^{(b-a)/2}2Ms\,ds=\frac{M(b-a)^2}{4}.$$

**Once round the cell.** A continuous periodic potential attains its maximum at some $a$ and its minimum at some $b$, and by periodicity we can choose $b$ in $[a,a+P)$. The slope vanishes at $a$, at $b$ and at the next copy of the maximum, $a+P$. The distances $b-a$ and $a+P-b$ add up to $P$, so one of them is at most $P/2$. Applying the previous estimate to that stretch gives

$$\max\psi-\min\psi\le\frac{M}{4}\left(\frac P2\right)^2=\frac{NP^2}{16\varepsilon}.$$

**Solving for the length.** If two points differ by at least $V>0$, then $16\varepsilon V\le NP^2$. The left side is positive, so $N>0$, and taking the square root gives $P\ge4\sqrt{\varepsilon V/N}$.

This length has a simple meaning. An isolated symmetric junction with charge $\pm N$ on its two sides has depletion width $W=2\sqrt{\varepsilon V/N}$. The periodic cell contains the junction and its reverse, and the bound asks for $P\ge 2W$.

**A cosine for comparison.** Take $\psi=A\cos qx$ with $A>0$ and $q>0$. Then $\rho=\varepsilon Aq^2\cos qx$, so $N=\varepsilon Aq^2$ works, and $P=2\pi/q$. The limit is $NP^2/(16\varepsilon)=\pi^2A/4$, while the actual drop from $0$ to $\pi/q$ is $2A$. The ratio is $8/\pi^2\approx0.81$, so this smooth potential comes within a fifth of the limit.

### The Lean file

```lean
import Mathlib

open Set Filter

namespace PeriodicJunction

noncomputable section

/-- The charge density that Poisson's equation assigns to the electrostatic potential `ψ` in a
medium of permittivity `ε`: `ρ = -ε ψ''`. -/
def chargeDensity (ε : ℝ) (ψ : ℝ → ℝ) (x : ℝ) : ℝ := -ε * deriv (deriv ψ) x

/-- If the field of a C² potential vanishes at `a ≤ b` and the curvature of the potential is
bounded by `M`, the potentials at `a` and `b` differ by at most `M (b - a)² / 4`. -/
theorem drop_between_field_zeros {ψ : ℝ → ℝ} {M a b : ℝ} (hψ : ContDiff ℝ 2 ψ)
    (hM : ∀ x, |deriv (deriv ψ) x| ≤ M) (hab : a ≤ b)
    (ha : deriv ψ a = 0) (hb : deriv ψ b = 0) :
    |ψ a - ψ b| ≤ M * (b - a) ^ 2 / 4 := by
  have hdiff : Differentiable ℝ ψ := hψ.differentiable (by norm_num)
  -- the field grows at most linearly away from a zero
  have lin : ∀ c x, deriv ψ c = 0 → |deriv ψ x| ≤ M * |x - c| := by
    intro c x hc
    have h := Convex.norm_image_sub_le_of_norm_deriv_le (f := deriv ψ) (C := M)
      (fun y _ => hψ.differentiable_deriv_two y) (fun y _ => hM y) convex_univ
      (mem_univ c) (mem_univ x)
    simpa only [hc, sub_zero, Real.norm_eq_abs] using h
  -- move inwards from both ends at once, up to the midpoint
  have key : ∀ σ : ℝ, (σ = 1 ∨ σ = -1) → σ * (ψ a - ψ b) ≤ M * (b - a) ^ 2 / 4 := by
    intro σ hσ
    have hd : ∀ s, HasDerivAt (fun s => M * (s * s) + σ * (ψ (a + s) - ψ (b - s)))
        (2 * M * s + σ * (deriv ψ (a + s) + deriv ψ (b - s))) s := by
      intro s
      have h1 := HasDerivAt.comp_const_add a s (hdiff (a + s)).hasDerivAt
      have h2 := HasDerivAt.comp_const_sub b s (hdiff (b - s)).hasDerivAt
      have h3 := ((hasDerivAt_id' s).fun_mul (hasDerivAt_id' s)).const_mul M
      exact (h3.fun_add ((h1.fun_sub h2).const_mul σ)).congr_deriv (by ring)
    have mono : MonotoneOn (fun s => M * (s * s) + σ * (ψ (a + s) - ψ (b - s))) (Ici 0) := by
      refine monotoneOn_of_deriv_nonneg (convex_Ici 0)
        (fun s _ => (hd s).continuousAt.continuousWithinAt)
        (fun s _ => (hd s).differentiableAt.differentiableWithinAt) ?_
      intro s hs
      have hs0 : 0 ≤ s := interior_subset hs
      rw [(hd s).deriv]
      have h1 := lin a (a + s) ha
      have h2 := lin b (b - s) hb
      rw [show a + s - a = s by ring, abs_of_nonneg hs0] at h1
      rw [show b - s - b = -s by ring, abs_neg, abs_of_nonneg hs0] at h2
      have h3 := abs_le.1 h1
      have h4 := abs_le.1 h2
      rcases hσ with rfl | rfl <;> linarith [h3.1, h3.2, h4.1, h4.2]
    have hmid : (0 : ℝ) ≤ (b - a) / 2 := by linarith
    have h := mono (mem_Ici.2 le_rfl) (mem_Ici.2 hmid) hmid
    dsimp only at h
    rw [show a + (b - a) / 2 = b - (b - a) / 2 by ring, add_zero, sub_zero] at h
    linarith
  exact abs_le.2 ⟨by linarith [key (-1) (Or.inr rfl)], by linarith [key 1 (Or.inl rfl)]⟩

/-- In a medium of permittivity `ε > 0`, a C² potential of period `P > 0` whose charge density is
bounded by `N` in absolute value varies by at most `N P² / (16 ε)` between any two points. -/
theorem potential_swing_le {ψ : ℝ → ℝ} {ε N P : ℝ} (hε : 0 < ε) (hP : 0 < P)
    (hψ : ContDiff ℝ 2 ψ) (hper : Function.Periodic ψ P)
    (hN : ∀ x, |chargeDensity ε ψ x| ≤ N) (x y : ℝ) :
    ψ x - ψ y ≤ N * P ^ 2 / (16 * ε) := by
  have hM : ∀ x, |deriv (deriv ψ) x| ≤ N / ε := by
    intro x
    have h := hN x
    rw [chargeDensity, abs_mul, abs_neg, abs_of_pos hε] at h
    rw [le_div_iff₀ hε]
    linarith
  have hM0 : 0 ≤ N / ε := (abs_nonneg _).trans (hM 0)
  -- the potential attains its maximum at `a` and its minimum at `b`
  have hne : (Icc 0 P).Nonempty := ⟨0, le_rfl, hP.le⟩
  obtain ⟨a, -, ha⟩ := isCompact_Icc.exists_isMaxOn hne hψ.continuous.continuousOn
  obtain ⟨b₀, -, hb₀⟩ := isCompact_Icc.exists_isMinOn hne hψ.continuous.continuousOn
  have hmax : ∀ z, ψ z ≤ ψ a := by
    intro z
    obtain ⟨w, hw, hzw⟩ := hper.exists_mem_Ico₀ hP z
    rw [hzw]
    exact ha (Ico_subset_Icc_self hw)
  obtain ⟨b, hb, hbb⟩ := hper.exists_mem_Ico hP b₀ a
  have hmin : ∀ z, ψ b ≤ ψ z := by
    intro z
    obtain ⟨w, hw, hzw⟩ := hper.exists_mem_Ico₀ hP z
    rw [hzw, ← hbb]
    exact hb₀ (Ico_subset_Icc_self hw)
  have da : deriv ψ a = 0 := IsLocalMax.deriv_eq_zero (Eventually.of_forall hmax)
  have db : deriv ψ b = 0 := IsLocalMin.deriv_eq_zero (Eventually.of_forall hmin)
  have daP : deriv ψ (a + P) = 0 := by
    refine IsLocalMax.deriv_eq_zero (Eventually.of_forall fun z => ?_)
    rw [hper a]
    exact hmax z
  -- one of the two ways round the cell is no longer than `P / 2`
  have hswing : ψ a - ψ b ≤ N / ε * (P / 2) ^ 2 / 4 := by
    rcases le_total (b - a) (P / 2) with h | h
    · have h1 := (abs_le.1 (drop_between_field_zeros hψ hM hb.1 da db)).2
      have h0 : 0 ≤ b - a := sub_nonneg.2 hb.1
      have h2 : N / ε * (b - a) ^ 2 ≤ N / ε * (P / 2) ^ 2 := by gcongr
      linarith
    · have h1 := (abs_le.1 (drop_between_field_zeros hψ hM hb.2.le db daP)).1
      rw [hper a] at h1
      have h0 : 0 ≤ a + P - b := sub_nonneg.2 hb.2.le
      have h3 : a + P - b ≤ P / 2 := by linarith
      have h2 : N / ε * (a + P - b) ^ 2 ≤ N / ε * (P / 2) ^ 2 := by gcongr
      linarith
  calc ψ x - ψ y ≤ ψ a - ψ b := sub_le_sub (hmax x) (hmin y)
    _ ≤ N / ε * (P / 2) ^ 2 / 4 := hswing
    _ = N * P ^ 2 / (16 * ε) := by
      field_simp
      ring

/-- If a C² potential of period `P > 0`, in a medium of permittivity `ε > 0` and with charge density
bounded by `N`, shows a built-in potential of at least `V > 0` between two points, then `N > 0` and
the period is at least `4 √(ε V / N)`. -/
theorem minimal_supercell_length {ψ : ℝ → ℝ} {ε N P V x y : ℝ} (hε : 0 < ε) (hP : 0 < P)
    (hψ : ContDiff ℝ 2 ψ) (hper : Function.Periodic ψ P)
    (hN : ∀ x, |chargeDensity ε ψ x| ≤ N) (hV : 0 < V) (hxy : V ≤ ψ x - ψ y) :
    0 < N ∧ 4 * √(ε * V / N) ≤ P := by
  have h := hxy.trans (potential_swing_le hε hP hψ hper hN x y)
  rw [le_div_iff₀ (by positivity)] at h
  have hpos : 0 < N * P ^ 2 := lt_of_lt_of_le (by positivity) h
  have hN0 : 0 < N := pos_of_mul_pos_left hpos (sq_nonneg P)
  have hs : √(ε * V / N) ≤ P / 4 := by
    refine Real.sqrt_le_iff.2 ⟨by positivity, ?_⟩
    rw [div_le_iff₀ hN0]
    linarith
  exact ⟨hN0, by linarith⟩

/-- The potential `A cos (q x)` with amplitude `A` and wave number `q`. -/
def cosinePotential (A q x : ℝ) : ℝ := A * Real.cos (q * x)

/-- For `ε, q > 0` and `A ≥ 0` the cosine potential is C² with period `P = 2π/q`, its charge density
is bounded by `N = ε A q²`, and its drop from `0` to `π/q` is `8/π²` times `N P² / (16 ε)`. -/
theorem cosinePotential_swing {ε A q : ℝ} (hε : 0 < ε) (hA : 0 ≤ A) (hq : 0 < q) :
    ContDiff ℝ 2 (cosinePotential A q) ∧
    Function.Periodic (cosinePotential A q) (2 * Real.pi / q) ∧
    (∀ x, |chargeDensity ε (cosinePotential A q) x| ≤ ε * A * q ^ 2) ∧
    cosinePotential A q 0 - cosinePotential A q (Real.pi / q) =
      8 / Real.pi ^ 2 * (ε * A * q ^ 2 * (2 * Real.pi / q) ^ 2 / (16 * ε)) := by
  have hpi := Real.pi_pos
  refine ⟨contDiff_const.mul (contDiff_const.mul contDiff_id).cos, fun x => ?_, fun x => ?_, ?_⟩
  · have h : q * (x + 2 * Real.pi / q) = q * x + 2 * Real.pi := by field_simp
    rw [cosinePotential, cosinePotential, h, Real.cos_add_two_pi]
  · -- differentiate twice
    have h1 : ∀ x, HasDerivAt (cosinePotential A q) (-(A * q) * Real.sin (q * x)) x := fun x =>
      (((hasDerivAt_id' x).const_mul q).cos.const_mul A).congr_deriv (by ring)
    have h2 : HasDerivAt (fun x => -(A * q) * Real.sin (q * x))
        (-(A * q) * (Real.cos (q * x) * (q * 1))) x :=
      ((hasDerivAt_id' x).const_mul q).sin.const_mul (-(A * q))
    have h3 : deriv (cosinePotential A q) = fun x => -(A * q) * Real.sin (q * x) :=
      funext fun x => (h1 x).deriv
    have h4 : chargeDensity ε (cosinePotential A q) x = ε * A * q ^ 2 * Real.cos (q * x) := by
      rw [chargeDensity, h3, h2.deriv]
      ring
    have h5 : 0 ≤ ε * A * q ^ 2 := by positivity
    rw [h4, abs_mul, abs_of_nonneg h5]
    exact mul_le_of_le_one_right h5 (Real.abs_cos_le_one _)
  · have h : q * (Real.pi / q) = Real.pi := by field_simp
    rw [cosinePotential, cosinePotential, h, mul_zero, Real.cos_zero, Real.cos_pi]
    field_simp
    ring

end

end PeriodicJunction
```

```lean
#print axioms PeriodicJunction.potential_swing_le
-- 'PeriodicJunction.potential_swing_le' depends on axioms: [propext, Classical.choice, Quot.sound]
#print axioms PeriodicJunction.minimal_supercell_length
-- 'PeriodicJunction.minimal_supercell_length' depends on axioms: [propext, Classical.choice, Quot.sound]
#print axioms PeriodicJunction.cosinePotential_swing
-- 'PeriodicJunction.cosinePotential_swing' depends on axioms: [propext, Classical.choice, Quot.sound]
```

### What the theorems say about a supercell

The potential is a function `ψ : ℝ → ℝ` on the whole line, and the charge density is computed from it: `chargeDensity ε ψ x` is $-\varepsilon\psi''(x)$. Poisson's equation therefore enters as a definition, with a single constant permittivity and SI-style units, without a factor $4\pi$.

The supercell is the hypothesis `Function.Periodic ψ P`, meaning $\psi(x+P)=\psi(x)$ for all $x$. It is the potential that repeats, and not only the charge, so no uniform field is superimposed on the cell. The number $P$ is positive but need not be the smallest period.

The hypothesis `ContDiff ℝ 2 ψ` makes the charge density continuous. An abrupt doping step in the depletion approximation has to be smoothed, however slightly, before the theorems apply to it. The bound `hN` on the charge density is assumed at every point; it is not derived from doping or carrier statistics.

`potential_swing_le` states $\psi(x)-\psi(y)\le NP^2/(16\varepsilon)$ for arbitrary `x` and `y`, which is the bound on maximum minus minimum. With $N=0$ it says that the potential is constant.

`minimal_supercell_length` adds two points with `V ≤ ψ x - ψ y` and `0 < V`. It concludes both `0 < N` and `4 * √(ε * V / N) ≤ P`. This is a necessary condition: a shorter cell cannot show $V$, but a cell of sufficient length need not show it.

`cosinePotential_swing` collects four facts about the cosine: its smoothness, its period, the bound on its charge density, and its drop as $8/\pi^2$ times the limit. For $A>0$ it follows that the constant $1/16$ could not be replaced by anything below $1/(2\pi^2)\approx0.051$. A direct integration for charge $+N$ in one half of the cell and $-N$ in the other gives exactly $NP^2/(16\varepsilon)$, but that potential is not twice continuously differentiable, and this remark has no theorem behind it.

For supercell calculations of electronic structure, the result gives a lower limit on the cell length before any Schrödinger equation is solved, within a one-dimensional electrostatic model of uniform permittivity. The step left to you is to identify $\psi$ with the suitably averaged potential of the three-dimensional cell, and $\rho$ with the charge that remains once the dielectric response has been put into $\varepsilon$. The raw charge density near the nuclei is not what $N$ is meant to bound.

### How Lean carries out the argument

`drop_between_field_zeros` is the estimate between two zeros of the field. Its inner statement `lin` is the linear growth of the slope away from a zero, obtained from the mean value inequality.

The integral over $s$ is replaced by a monotonicity argument. For a sign $\sigma=\pm1$, the proof considers

$$Ms^2+\sigma\bigl(\psi(a+s)-\psi(b-s)\bigr).$$

Its derivative is $2Ms+\sigma D'(s)$, which is nonnegative for $s\ge0$ by the two uses of `lin`. The function therefore does not decrease, and comparing its values at $s=0$ and at the midpoint gives $\sigma(\psi(a)-\psi(b))\le M(b-a)^2/4$. This is `key`, and its two signs together give the absolute value.

`potential_swing_le` first turns the bound on the charge density into `hM`, the curvature bound $N/\varepsilon$. It finds a maximum and a minimum on the compact interval $[0,P]$ and moves the minimum by whole periods to a point $b$ in $[a,a+P)$. By periodicity, $a$ and $b$ are extrema on the whole line (`hmax` and `hmin`).

The slope vanishes at the three extrema because a derivative is zero at a local maximum or minimum; these facts are `da`, `db` and `daP`. The case split on whether $b-a\le P/2$ chooses the shorter way round the cell. In the first case the lemma is applied from $a$ to $b$, in the second from $b$ to $a+P$, and `gcongr` replaces the actual distance by $P/2$ in the bound.

`minimal_supercell_length` chains $V\le\psi(x)-\psi(y)$ with this bound and clears the denominator. Positivity of $NP^2$ yields $N>0$, after which `Real.sqrt_le_iff` reduces the claim $\sqrt{\varepsilon V/N}\le P/4$ to the inequality between squares.

For the cosine, the proof differentiates twice to find the charge density, bounds it with $|\cos|\le1$, and evaluates the potential at the phases $0$ and $\pi$.
